# The better of the weak-field and Paschen–Back estimates for a mixed doublet level is worst where the two cross

## How far off can the better estimate be at intermediate field?

For a spin-½ term in a magnetic field, the lower of two mixed levels with the same M lies below both its linear Zeeman estimate and its Paschen–Back estimate, taken here with the spin-orbit coupling to first order. The lower estimate is therefore the better one at any field. But near the field where the two estimates cross, neither the field nor the spin-orbit coupling is a small perturbation. Does the error stay bounded there, and is the crossing really the worst place?

## At most a quarter of the zero-field splitting

Yes to both. In reduced units, with mixing parameter |c| < 1 and field x > 0, the error of the lower estimate is at most √(2+2c) − (1+c), and it reaches this value only at x = 1, where the estimates cross. Over all such c and x it is at most 1/2, which is a quarter of the zero-field splitting. For an isolated doublet with positive spin-orbit constant, this bounds what first-order perturbation theory can miss if one changes estimate at the crossing.

### Reducing the doublet to two parameters

Take A L·S + b(Lz + 2Sz) with S = 1/2 and ħ = 1, where A is the spin-orbit constant and b is the Bohr magneton times the field. The total projection M is conserved. For |M| < L + 1/2, the states |M−1/2, ↑⟩ and |M+1/2, ↓⟩ form a 2×2 block with diagonal entries

A(M−1/2)/2 + b(M+1/2) and −A(M+1/2)/2 + b(M−1/2)

and off-diagonal entry

(A/2) √(L(L+1) − (M−1/2)(M+1/2)) = (A/2) √((L+1/2)² − M²).

Set M = (L+1/2)c and b = A(L+1/2)x. The mean of the diagonal entries is −A/4 + A(L+1/2)²xc, and half their difference is A(L+1/2)(c+x)/2. The off-diagonal entry is A(L+1/2)s/2, with s = √(1−c²). Apart from the common shift, the block is therefore A(L+1/2)/2 times

H = [[c+x, s], [s, −(c+x)]].

Its square is (c+x)² + s² = 1 + 2cx + x² times the identity, and its trace is zero, so the eigenvalues are ±R with

R = √(1 + 2cx + x²).

At x = 0 the levels are ±1, so the zero-field splitting is 2 reduced units, or A(L+1/2) for A > 0.

### The two first-order energies

The normalised lower state at zero field is (√((1−c)/2), −√((1+c)/2)). The reduced Zeeman operator diag(1, −1) has mean value (1−c)/2 − (1+c)/2 = −c in it, so the weak-field estimate is

W = −1 − cx = −(1+cx).

The lower Zeeman state is (0, 1), in which H has the mean value

P = −(x+c).

This Paschen–Back estimate includes the spin-orbit coupling to first order. Both estimates lie above −R, because

R² − (1+cx)² = x²(1−c²) > 0,

R² − (x+c)² = 1 − c² > 0.

Their difference factorises:

W − P = −(1−x)(1−c).

Since c < 1, W is the lower one exactly when x < 1.

### Why the error peaks at the crossing

Write q = √(2+2c) and D = q − (1+c). Since q² − (1+c)² = 1 − c² > 0, D is positive. At x = 1 both estimates equal −(1+c) and R = q, so the error is D.

For 0 < x < 1, compare R with its chord between x = 0 and x = 1:

((1−x) + xq)² − R² = 2x(1−x)D > 0.

Hence R < (1−x) + xq, and the error of the weak-field estimate satisfies

R − (1+cx) < x(q − 1 − c) = xD < D.

For x > 1, compare R with a line of unit slope:

(q + x − 1)² − R² = 2(x−1)D > 0.

Hence R < q + x − 1, and the error of the Paschen–Back estimate satisfies

R − (x+c) < q − 1 − c = D.

Finally, 1 + c = q²/2 gives

D = q − q²/2 = 1/2 − (q−1)²/2.

So D ≤ 1/2, with equality only for q = 1, that is, c = −1/2.

### What the Lean statements say about the atom

`doubletBlock L A M b` is the physical block, entered as an explicit real matrix; its entries are not derived from angular-momentum operators in the file. `doubletBlock_reduced` states the shift and scaling to `hamiltonian c x`, which is `spinOrbit c + x • zeeman`. R, W and P enter through `groundEnergy` = −R, `weakEstimate` = W and `strongEstimate` = P.

`groundEnergy_isLeast` says that −R is the least real number with a nonzero real eigenvector of H, for |c| < 1 and any real x. The two `_eq_expectation` theorems say that any normalised state with eigenvalue −1 of the zero-field Hamiltonian, or of `zeeman`, gives the corresponding estimate as its mean energy.

`weak_strong_crossover` collects five statements for |c| < 1 and x > 0: the two strict inequalities, the criterion x < 1, the error bound, and equality exactly at x = 1. The lower estimate is written as a `min`. `error_le_half` gives the bound 1/2, with equality exactly at c = −1/2 and x = 1.

The condition |c| < 1 says that two states really mix. At c = ±1, that is |M| = L + 1/2, the term has only one state with the given M, the stretched one, so there is nothing for it to mix with. The second basis state of the 2×2 matrix does not exist there, and the theorems leave these values out. At x = 0 the weak-field estimate is exact.

The theorems let c vary continuously, whereas an atom has c = M/(L+1/2) with half-odd M. This never equals −1/2, so a physical block stays strictly below the bound 1/2. "Ground" means the lower level at one fixed M, not the lowest level of the whole term. For A < 0 a positive b means x < 0, which the theorems do not cover directly. Changing the sign of one basis state then turns the block, apart from the shift, into |A|(L+1/2)/2 times H with −c and −x in place of c and x, so the same bounds hold for the lower physical level. The model takes the spin g-factor as exactly 2 and omits the diamagnetic term, hyperfine structure and mixing with other terms.

```lean
import Mathlib

open Matrix

namespace DoubletIntermediateField

noncomputable section

/-- The block of `A L·S + b (Lz + 2 Sz)` with `S = 1/2` and total projection `M`, for
`|M| < L + 1/2`, in the basis `|M - 1/2, ↑⟩`, `|M + 1/2, ↓⟩`. -/
def doubletBlock (L : ℕ) (A M b : ℝ) : Matrix (Fin 2) (Fin 2) ℝ :=
  !![A * ((M - 1/2) / 2) + b * (M + 1/2),
      A / 2 * √((L : ℝ) * (L + 1) - (M - 1/2) * (M + 1/2));
    A / 2 * √((L : ℝ) * (L + 1) - (M - 1/2) * (M + 1/2)),
      -(A * ((M + 1/2) / 2)) + b * (M - 1/2)]

/-- The reduced spin-orbit coupling, for `|c| ≤ 1`. -/
def spinOrbit (c : ℝ) : Matrix (Fin 2) (Fin 2) ℝ :=
  !![c, √(1 - c ^ 2); √(1 - c ^ 2), -c]

/-- The reduced Zeeman operator, diagonal in the uncoupled basis. -/
def zeeman : Matrix (Fin 2) (Fin 2) ℝ := !![1, 0; 0, -1]

/-- The reduced doublet Hamiltonian at reduced field `x`. -/
def hamiltonian (c x : ℝ) : Matrix (Fin 2) (Fin 2) ℝ := spinOrbit c + x • zeeman

/-- The closed formula for the lower doublet level. -/
def groundEnergy (c x : ℝ) : ℝ := -√(1 + 2 * c * x + x ^ 2)

/-- The weak-field (Zeeman) estimate, linear in the field. -/
def weakEstimate (c x : ℝ) : ℝ := -(1 + c * x)

/-- The strong-field (Paschen-Back) estimate. -/
def strongEstimate (c x : ℝ) : ℝ := -(x + c)

/-- With `M = (L + 1/2) c` and `b = A (L + 1/2) x`, the doublet block is a common shift plus
`A (L + 1/2) / 2` times the reduced Hamiltonian. -/
theorem doubletBlock_reduced (L : ℕ) (A c x : ℝ) :
    doubletBlock L A (((L : ℝ) + 1/2) * c) (A * ((L : ℝ) + 1/2) * x) =
      (-A / 4 + A * ((L : ℝ) + 1/2) ^ 2 * x * c) • (1 : Matrix (Fin 2) (Fin 2) ℝ)
        + (A * ((L : ℝ) + 1/2) / 2) • hamiltonian c x := by
  -- the ladder matrix element scales with L + 1/2
  have hs : √((L : ℝ) * (L + 1) - (((L : ℝ) + 1/2) * c - 1/2) * (((L : ℝ) + 1/2) * c + 1/2))
      = ((L : ℝ) + 1/2) * √(1 - c ^ 2) := by
    rw [show (L : ℝ) * (L + 1) - (((L : ℝ) + 1/2) * c - 1/2) * (((L : ℝ) + 1/2) * c + 1/2)
      = ((L : ℝ) + 1/2) ^ 2 * (1 - c ^ 2) by ring,
      Real.sqrt_mul (sq_nonneg _), Real.sqrt_sq (by positivity)]
  rw [doubletBlock, hs]
  ext i j
  fin_cases i <;> fin_cases j <;> simp [hamiltonian, spinOrbit, zeeman] <;> ring

/-- The action of the reduced Hamiltonian on the two amplitudes of a state. -/
theorem hamiltonian_mulVec (c x : ℝ) (v : Fin 2 → ℝ) :
    hamiltonian c x *ᵥ v =
      ![(c + x) * v 0 + √(1 - c ^ 2) * v 1, √(1 - c ^ 2) * v 0 - (c + x) * v 1] := by
  ext i
  fin_cases i <;>
    simp [hamiltonian, spinOrbit, zeeman, Matrix.mulVec, dotProduct, Fin.sum_univ_two]
  ring

/-- For `|c| < 1` the closed formula is the least eigenvalue of the reduced Hamiltonian. -/
theorem groundEnergy_isLeast {c : ℝ} (hc : |c| < 1) (x : ℝ) :
    IsLeast {e : ℝ | ∃ v : Fin 2 → ℝ, v ≠ 0 ∧ hamiltonian c x *ᵥ v = e • v}
      (groundEnergy c x) := by
  obtain ⟨h1, h2⟩ := abs_lt.mp hc
  have hc2 : 0 < 1 - c ^ 2 := by nlinarith
  have hs : 0 < √(1 - c ^ 2) := Real.sqrt_pos.mpr hc2
  have hs2 : √(1 - c ^ 2) ^ 2 = 1 - c ^ 2 := Real.sq_sqrt hc2.le
  have hE : groundEnergy c x ^ 2 = 1 + 2 * c * x + x ^ 2 := by
    rw [groundEnergy, neg_sq, Real.sq_sqrt (by nlinarith [sq_nonneg (x + c)])]
  constructor
  · -- an explicit eigenvector
    refine ⟨![√(1 - c ^ 2), groundEnergy c x - (c + x)], fun h => hs.ne' (congrFun h 0), ?_⟩
    rw [hamiltonian_mulVec]
    ext i
    fin_cases i
    · change (c + x) * √(1 - c ^ 2) + √(1 - c ^ 2) * (groundEnergy c x - (c + x))
        = groundEnergy c x * √(1 - c ^ 2)
      ring
    · change √(1 - c ^ 2) * √(1 - c ^ 2) - (c + x) * (groundEnergy c x - (c + x))
        = groundEnergy c x * (groundEnergy c x - (c + x))
      linear_combination hs2 - hE
  · -- every eigenvalue has the same square
    rintro e ⟨v, hv, h⟩
    rw [hamiltonian_mulVec] at h
    have e1 : (c + x) * v 0 + √(1 - c ^ 2) * v 1 = e * v 0 := congrFun h 0
    have e2 : √(1 - c ^ 2) * v 0 - (c + x) * v 1 = e * v 1 := congrFun h 1
    have k0 : (e ^ 2 - (1 + 2 * c * x + x ^ 2)) * v 0 = 0 := by
      linear_combination (-e - (c + x)) * e1 - √(1 - c ^ 2) * e2 + v 0 * hs2
    have k1 : (e ^ 2 - (1 + 2 * c * x + x ^ 2)) * v 1 = 0 := by
      linear_combination (-e + (c + x)) * e2 - √(1 - c ^ 2) * e1 + v 1 * hs2
    have he : e ^ 2 = 1 + 2 * c * x + x ^ 2 := by
      by_contra hne
      apply hv
      ext i
      fin_cases i
      · exact (mul_eq_zero.mp k0).resolve_left (sub_ne_zero.mpr hne)
      · exact (mul_eq_zero.mp k1).resolve_left (sub_ne_zero.mpr hne)
    exact (abs_le.mp (Real.abs_le_sqrt he.le)).1

/-- The weak-field estimate is the mean energy, at field `x`, of a normalized zero-field
eigenstate of energy `-1`. -/
theorem weakEstimate_eq_expectation (c x : ℝ) (v : Fin 2 → ℝ) (hn : v ⬝ᵥ v = 1)
    (hv : hamiltonian c 0 *ᵥ v = -v) :
    v ⬝ᵥ (hamiltonian c x *ᵥ v) = weakEstimate c x := by
  rw [hamiltonian_mulVec] at hv
  have e1 : (c + 0) * v 0 + √(1 - c ^ 2) * v 1 = -v 0 := congrFun hv 0
  have e2 : √(1 - c ^ 2) * v 0 - (c + 0) * v 1 = -v 1 := congrFun hv 1
  rw [dotProduct, Fin.sum_univ_two] at hn
  rw [hamiltonian_mulVec, dotProduct, Fin.sum_univ_two]
  change v 0 * ((c + x) * v 0 + √(1 - c ^ 2) * v 1)
    + v 1 * (√(1 - c ^ 2) * v 0 - (c + x) * v 1) = -(1 + c * x)
  linear_combination (1 + x) * v 0 * e1 + (1 - x) * v 1 * e2 - (1 + c * x) * hn

/-- The strong-field estimate is the mean energy of a normalized eigenstate of the Zeeman
operator with eigenvalue `-1`. -/
theorem strongEstimate_eq_expectation (c x : ℝ) (v : Fin 2 → ℝ) (hn : v ⬝ᵥ v = 1)
    (hv : zeeman *ᵥ v = -v) :
    v ⬝ᵥ (hamiltonian c x *ᵥ v) = strongEstimate c x := by
  have h0 : v 0 = 0 := by
    have h := congrFun hv 0
    simp [zeeman, Matrix.mulVec, dotProduct, Fin.sum_univ_two] at h
    linarith
  rw [dotProduct, Fin.sum_univ_two] at hn
  rw [hamiltonian_mulVec, dotProduct, Fin.sum_univ_two]
  change v 0 * ((c + x) * v 0 + √(1 - c ^ 2) * v 1)
    + v 1 * (√(1 - c ^ 2) * v 0 - (c + x) * v 1) = -(x + c)
  linear_combination (2 * (c + x) * v 0 + 2 * √(1 - c ^ 2) * v 1) * h0 - (x + c) * hn

/-- For `|c| < 1` and a positive field `x ≠ 1`, the error of the lower estimate is strictly
below `√(2 + 2c) - (1 + c)`. -/
theorem error_lt {c x : ℝ} (hc : |c| < 1) (hx : 0 < x) (hx1 : x ≠ 1) :
    min (weakEstimate c x) (strongEstimate c x) - groundEnergy c x
      < √(2 + 2 * c) - (1 + c) := by
  obtain ⟨h1, h2⟩ := abs_lt.mp hc
  have hq : √(2 + 2 * c) ^ 2 = 2 + 2 * c := Real.sq_sqrt (by linarith)
  have hd : 0 < √(2 + 2 * c) - (1 + c) :=
    sub_pos.mpr (Real.lt_sqrt_of_sq_lt (by nlinarith))
  rcases lt_or_gt_of_ne hx1 with h | h
  · -- below the crossover: the square root lies under its chord on [0, 1]
    have hy : 0 < 1 - x := by linarith
    have chord : √(1 + 2 * c * x + x ^ 2) ≤ (1 - x) + x * √(2 + 2 * c) := by
      refine Real.sqrt_le_iff.mpr ⟨by positivity, ?_⟩
      have hp := mul_pos (mul_pos hx hy) hd
      have he : x ^ 2 * √(2 + 2 * c) ^ 2 = x ^ 2 * (2 + 2 * c) := by rw [hq]
      nlinarith
    have hm := min_le_left (weakEstimate c x) (strongEstimate c x)
    have hp := mul_pos hy hd
    unfold weakEstimate groundEnergy at *
    nlinarith
  · -- above the crossover: the level falls more slowly than the field grows
    have hy : 0 < x - 1 := by linarith
    have slope : √(1 + 2 * c * x + x ^ 2) < √(2 + 2 * c) + (x - 1) := by
      refine (Real.sqrt_lt' (by linarith)).mpr ?_
      nlinarith [mul_pos hy hd]
    have hm := min_le_right (weakEstimate c x) (strongEstimate c x)
    unfold strongEstimate groundEnergy at *
    linarith

/-- For `|c| < 1` and `x > 0` the exact level lies below both estimates, and the weak-field one
is the lower exactly when `x < 1`. The error of the lower estimate is at most
`√(2 + 2c) - (1 + c)`, with equality exactly at `x = 1`. -/
theorem weak_strong_crossover {c x : ℝ} (hc : |c| < 1) (hx : 0 < x) :
    groundEnergy c x < weakEstimate c x ∧ groundEnergy c x < strongEstimate c x ∧
    (weakEstimate c x < strongEstimate c x ↔ x < 1) ∧
    min (weakEstimate c x) (strongEstimate c x) - groundEnergy c x
      ≤ √(2 + 2 * c) - (1 + c) ∧
    (min (weakEstimate c x) (strongEstimate c x) - groundEnergy c x
      = √(2 + 2 * c) - (1 + c) ↔ x = 1) := by
  obtain ⟨h1, h2⟩ := abs_lt.mp hc
  have hc2 : 0 < 1 - c ^ 2 := by nlinarith
  have at_one : x = 1 → min (weakEstimate c x) (strongEstimate c x) - groundEnergy c x
      = √(2 + 2 * c) - (1 + c) := by
    rintro rfl
    unfold weakEstimate strongEstimate groundEnergy
    rw [show 1 + 2 * c * 1 + (1 : ℝ) ^ 2 = 2 + 2 * c by ring, mul_one, min_self]
    ring
  refine ⟨?_, ?_, ?_, ?_, ?_, at_one⟩
  · exact neg_lt_neg (Real.lt_sqrt_of_sq_lt (by nlinarith [mul_pos (pow_pos hx 2) hc2]))
  · exact neg_lt_neg (Real.lt_sqrt_of_sq_lt (by nlinarith))
  · unfold weakEstimate strongEstimate
    constructor
    · intro h
      by_contra hn
      nlinarith [mul_nonneg (sub_nonneg.mpr (not_lt.mp hn)) (sub_pos.mpr h2).le]
    · intro h
      nlinarith [mul_pos (sub_pos.mpr h) (sub_pos.mpr h2)]
  · by_cases h : x = 1
    · exact (at_one h).le
    · exact (error_lt hc hx h).le
  · intro h
    by_contra hn
    exact (error_lt hc hx hn).ne h

/-- For all `|c| < 1` and `x > 0` the error of the lower estimate is at most `1/2` in reduced
units, with equality exactly at `c = -1/2`, `x = 1`. -/
theorem error_le_half {c x : ℝ} (hc : |c| < 1) (hx : 0 < x) :
    min (weakEstimate c x) (strongEstimate c x) - groundEnergy c x ≤ 1 / 2 ∧
    (min (weakEstimate c x) (strongEstimate c x) - groundEnergy c x = 1 / 2
      ↔ c = -1 / 2 ∧ x = 1) := by
  obtain ⟨-, -, -, hle, heq⟩ := weak_strong_crossover hc hx
  have hq : √(2 + 2 * c) ^ 2 = 2 + 2 * c := Real.sq_sqrt (by linarith [(abs_lt.mp hc).1])
  -- the bound is 1/2 minus half a square
  have hb : √(2 + 2 * c) - (1 + c) = 1 / 2 - (√(2 + 2 * c) - 1) ^ 2 / 2 := by
    linear_combination hq / 2
  have hsq := sq_nonneg (√(2 + 2 * c) - 1)
  refine ⟨by linarith, fun h => ?_, ?_⟩
  · have hz : (√(2 + 2 * c) - 1) ^ 2 = 0 := by linarith
    have ht : √(2 + 2 * c) = 1 := sub_eq_zero.mp (pow_eq_zero_iff two_ne_zero |>.mp hz)
    refine ⟨?_, heq.mp (by linarith)⟩
    rw [ht] at hq
    linarith
  · rintro ⟨h, h'⟩
    have ht : √(2 + 2 * c) = 1 := by
      rw [show 2 + 2 * c = 1 by rw [h]; norm_num, Real.sqrt_one]
    rw [heq.mpr h', ht, h]
    norm_num

end

end DoubletIntermediateField
```

```lean
#print axioms DoubletIntermediateField.weakEstimate_eq_expectation
#print axioms DoubletIntermediateField.strongEstimate_eq_expectation
#print axioms DoubletIntermediateField.weak_strong_crossover
#print axioms DoubletIntermediateField.error_le_half
```

```
'DoubletIntermediateField.weakEstimate_eq_expectation' depends on axioms: [propext, Classical.choice, Quot.sound]
'DoubletIntermediateField.strongEstimate_eq_expectation' depends on axioms: [propext, Classical.choice, Quot.sound]
'DoubletIntermediateField.weak_strong_crossover' depends on axioms: [propext, Classical.choice, Quot.sound]
'DoubletIntermediateField.error_le_half' depends on axioms: [propext, Classical.choice, Quot.sound]
```

### From the algebra to the proofs

In `doubletBlock_reduced`, the step `hs` takes the factor L + 1/2 out of the square root, and the four entries are then compared by `ring`. `hamiltonian_mulVec` writes out the action of H on two amplitudes for later use.

For the least eigenvalue, Lean first checks the unnormalised eigenvector (s, −R − (c+x)), which is nonzero because s > 0. For an arbitrary eigenvalue e with eigenvector v, `k0` and `k1` combine the two eigenvalue equations into (e² − R²)v₀ = 0 and (e² − R²)v₁ = 0. This is the identity for H² applied to v. As v is nonzero, e² = R², and so −R ≤ e.

The expectation theorems work from the eigenvalue equations and the normalisation, without choosing a particular vector. In the weak-field case `linear_combination` gives the multiples of these equations that add up to the claim; in the strong-field case the eigenvalue equation first gives v₀ = 0.

`error_lt` treats the fields x ≠ 1. Its `hd` is D > 0, `chord` is the comparison for x < 1, and `slope` is the one for x > 1. Both are proved by squaring, with `nlinarith` supplied with the positive products that appear above. The chord inequality is only needed in its non-strict form, since xD < D already makes the final bound strict.

In `weak_strong_crossover`, `at_one` computes the error at the crossing. Together with `error_lt` it gives the bound, and it shows that equality at any other field would contradict a strict inequality. The two lower bounds on R come from comparing squares, and the ordering of the estimates from the sign of (1−x)(1−c). In `error_le_half`, `hb` is the completed square for D; equality forces that square to vanish, which fixes c, and the previous theorem then fixes x.
